# The Bloch equation r' = Mr + b of a qubit dissipator

Take one spin one-half with Pauli matrices σ₀, σ₁, σ₂ (x, y, z), state ρ, and the single jump operator A = σ₀ − iσ₁, which is twice the lowering operator. Expanding AρA† in Pauli matrices gives Σᵢⱼ Cᵢⱼ σᵢρσⱼ with C = [[1, i, 0], [−i, 1, 0], [0, 0, 0]]. For the Bloch vector r of ρ, the formulas below turn the dissipator of A into

r₀' = −2r₀,  r₁' = −2r₁,  r₂' = −4r₂ − 4.

The real part of C damps r, and the imaginary part pushes it towards r₂ = −1.

## The identity

Let C be a complex 3×3 matrix, εᵢⱼₖ the Levi-Civita symbol with ε₀₁₂ = 1, I an identity matrix and {·,·} the anticommutator. Define

L(ρ) = Σᵢⱼ Cᵢⱼ (σᵢρσⱼ − ½{σⱼσᵢ, ρ}),  ρ(r) = (I + r·σ)/2,

M = C + Cᵀ − 2 tr(C) I,  bₖ = 2i Σᵢⱼ εᵢⱼₖ Cᵢⱼ.

If C is Hermitian positive semidefinite, then M and b are real, M is symmetric, x·Mx ≤ 0 for real x, and ρ(r(t)) obeys ρ' = L(ρ) at time t exactly when r' = Mr + b.

## Use in a code

A code for one qubit with purely dissipative, constant-coefficient Markovian dynamics can propagate three real numbers in place of a complex 2×2 matrix. The index order matters: replacing C by Cᵀ leaves M alone and flips b, so in the opening example decay towards r₂ = −1 becomes pumping towards r₂ = +1.

## Derivation

Use σᵢσⱼ = δᵢⱼ I + i Σₖ εᵢⱼₖ σₖ. On the identity,

L(I) = Σᵢⱼ Cᵢⱼ (σᵢσⱼ − σⱼσᵢ) = 2i Σᵢⱼₖ Cᵢⱼ εᵢⱼₖ σₖ = b·σ.

On σₗ, the product rule applied twice gives

σᵢσₗσⱼ = δᵢₗσⱼ + δⱼₗσᵢ − δᵢⱼσₗ + iεᵢₗⱼ I,

½{σⱼσᵢ, σₗ} = δᵢⱼσₗ + iεⱼᵢₗ I.

Since εᵢₗⱼ = εⱼᵢₗ, the identity terms cancel. Contracting the difference with Cᵢⱼ vₗ, for a complex vector v,

L(v·σ) = (Cᵀv + Cv − 2 tr(C) v)·σ = (Mv)·σ.

Linearity gives L(ρ(r)) = (Mr + b)·σ/2. For Hermitian C, Cᵢⱼ + Cⱼᵢ = 2 Re Cᵢⱼ and tr C is real, so M is real; ε keeps only the antisymmetric part i Im Cᵢⱼ, so bₖ = −2 Σᵢⱼ εᵢⱼₖ Im Cᵢⱼ.

For the sign, let eₖ be the unit vectors and uₖ = eₖ × x, with components Σⱼ εᵢₖⱼ xⱼ. Contracting two ε symbols gives Σₖ (uₖ)ᵢ(uₖ)ₘ = δᵢₘ|x|² − xᵢxₘ, hence

x·Mx = 2x·Cx − 2 tr(C)|x|² = −2 Σₖ ⟨uₖ, Cuₖ⟩ ≤ 0.

Finally r₀ = 2 Re ρ₁₀, r₁ = 2 Im ρ₁₀ and r₂ = 2 Re ρ₀₀ − 1, and conversely each entry of ρ(r) is affine in r, so ρ' = w·σ/2 for a real vector w exactly when r' = w.

## The file

```lean
import Mathlib

open Matrix Complex
open scoped ComplexOrder

namespace QubitDissipatorBloch

noncomputable section

/-- The Pauli matrices `σ_x, σ_y, σ_z`. -/
def pauli : Fin 3 → Matrix (Fin 2) (Fin 2) ℂ :=
  ![!![0, 1; 1, 0], !![0, -I; I, 0], !![1, 0; 0, -1]]

/-- The Levi-Civita symbol `ε_ijk`. -/
def eps : Fin 3 → Fin 3 → Fin 3 → ℂ :=
  ![![![0, 0, 0], ![0, 0, 1], ![0, -1, 0]],
    ![![0, 0, -1], ![0, 0, 0], ![1, 0, 0]],
    ![![0, 1, 0], ![-1, 0, 0], ![0, 0, 0]]]

/-- The matrix `v·σ` for a complex vector `v`. -/
def sigmaDot (v : Fin 3 → ℂ) : Matrix (Fin 2) (Fin 2) ℂ := ∑ k, v k • pauli k

/-- The matrix `ρ(r) = (I + r·σ)/2` for a real Bloch vector `r`. -/
def bloch (r : Fin 3 → ℝ) : Matrix (Fin 2) (Fin 2) ℂ :=
  (1 / 2 : ℂ) • (1 + sigmaDot fun k => (r k : ℂ))

/-- The generator `L_C(ρ) = ∑ C_ij (σ_i ρ σ_j - {σ_j σ_i, ρ}/2)`. -/
def lindblad (C : Matrix (Fin 3) (Fin 3) ℂ) (ρ : Matrix (Fin 2) (Fin 2) ℂ) :
    Matrix (Fin 2) (Fin 2) ℂ :=
  ∑ i, ∑ j, C i j • (pauli i * ρ * pauli j
    - (1 / 2 : ℂ) • (pauli j * pauli i * ρ + ρ * (pauli j * pauli i)))

/-- The relaxation matrix `M = C + Cᵀ - 2 tr(C) I`. -/
def relax (C : Matrix (Fin 3) (Fin 3) ℂ) : Matrix (Fin 3) (Fin 3) ℂ :=
  C + Cᵀ - (2 * C.trace) • (1 : Matrix (Fin 3) (Fin 3) ℂ)

/-- The drift vector `b_k = 2i ∑ ε_ijk C_ij`. -/
def drift (C : Matrix (Fin 3) (Fin 3) ℂ) (k : Fin 3) : ℂ :=
  2 * I * ∑ i, ∑ j, eps i j k * C i j

/-- The entrywise real part of `M`. -/
def relaxRe (C : Matrix (Fin 3) (Fin 3) ℂ) : Matrix (Fin 3) (Fin 3) ℝ := (relax C).map re

/-- The entrywise real part of `b`. -/
def driftRe (C : Matrix (Fin 3) (Fin 3) ℂ) (k : Fin 3) : ℝ := (drift C k).re

/-- The cross product `e_k × x`, with components `∑_j ε_ikj x_j`, as a complex vector. -/
def axisCross (k : Fin 3) (x : Fin 3 → ℝ) (i : Fin 3) : ℂ := ∑ j, eps i k j * (x j : ℂ)

/-- For any coefficient matrix `C`, the generator sends the identity to `b·σ`. -/
theorem lindblad_one (C : Matrix (Fin 3) (Fin 3) ℂ) : lindblad C 1 = sigmaDot (drift C) := by
  ext a b
  simp only [lindblad, sigmaDot, mul_one, one_mul, Fin.sum_univ_three, Matrix.add_apply,
    Matrix.sub_apply, Matrix.smul_apply, Matrix.mul_apply, Fin.sum_univ_two]
  fin_cases a <;> fin_cases b <;> apply Complex.ext <;>
    simp [pauli, drift, eps, Fin.sum_univ_three] <;> ring

set_option maxHeartbeats 400000 in
/-- For any coefficient matrix `C`, the generator sends `v·σ` to `(M v)·σ`. -/
theorem lindblad_sigmaDot (C : Matrix (Fin 3) (Fin 3) ℂ) (v : Fin 3 → ℂ) :
    lindblad C (sigmaDot v) = sigmaDot (relax C *ᵥ v) := by
  ext a b
  simp only [lindblad, sigmaDot, Fin.sum_univ_three, Matrix.add_apply,
    Matrix.sub_apply, Matrix.smul_apply, Matrix.mul_apply, Fin.sum_univ_two]
  fin_cases a <;> fin_cases b <;> apply Complex.ext <;>
    simp [pauli, relax, Matrix.mulVec, dotProduct, Matrix.trace, Fin.sum_univ_three,
      Matrix.one_apply] <;> ring

/-- The generator is linear in the state: `L(c (A + B)) = c (L A + L B)`. -/
theorem lindblad_smul_add (C : Matrix (Fin 3) (Fin 3) ℂ) (c : ℂ)
    (A B : Matrix (Fin 2) (Fin 2) ℂ) :
    lindblad C (c • (A + B)) = c • (lindblad C A + lindblad C B) := by
  simp only [lindblad, Fin.sum_univ_three, mul_add, add_mul, mul_smul_comm, smul_mul_assoc]
  module

/-- For Hermitian `C`, all entries of `M` and of `b` are real. -/
theorem relax_drift_real {C : Matrix (Fin 3) (Fin 3) ℂ} (hC : C.IsHermitian) :
    (∀ i j, (relax C i j).im = 0) ∧ ∀ k, (drift C k).im = 0 := by
  have him : ∀ i j, (C j i).im = -(C i j).im := fun i j => by
    rw [← hC.apply i j]; simp
  have hre : ∀ i j, (C j i).re = (C i j).re := fun i j => by
    rw [← hC.apply i j]; simp
  have hd : ∀ i, (C i i).im = 0 := fun i => by linarith [him i i]
  have htr : (C.trace).im = 0 := by simp [Matrix.trace, Fin.sum_univ_three, hd]
  refine ⟨fun i j => ?_, fun k => ?_⟩
  · by_cases h : i = j
    · subst h
      simp [relax, hd, htr]
    · simp [relax, h, him i j]
  · -- the antisymmetric part of a Hermitian matrix is imaginary
    fin_cases k <;> simp [drift, eps, Fin.sum_univ_three, hre 0 1, hre 0 2, hre 1 2]

/-- For Hermitian `C`, `L(ρ(r)) = (M r + b)·σ / 2` with the real matrix `M` and real vector `b`. -/
theorem lindblad_bloch {C : Matrix (Fin 3) (Fin 3) ℂ} (hC : C.IsHermitian) (r : Fin 3 → ℝ) :
    lindblad C (bloch r)
      = (1 / 2 : ℂ) • sigmaDot fun k => (((relaxRe C *ᵥ r + driftRe C) k : ℝ) : ℂ) := by
  obtain ⟨hM, hb⟩ := relax_drift_real hC
  have hv : (fun k => (((relaxRe C *ᵥ r + driftRe C) k : ℝ) : ℂ))
      = drift C + relax C *ᵥ fun k => (r k : ℂ) := by
    funext k
    apply Complex.ext <;>
      simp [relaxRe, driftRe, Matrix.mulVec, dotProduct, Fin.sum_univ_three, hM, hb]
    ring
  rw [hv, bloch, lindblad_smul_add, lindblad_one, lindblad_sigmaDot]
  simp only [sigmaDot, Pi.add_apply, add_smul, Finset.sum_add_distrib]

/-- For any `C` and real `x`, `x·(Re M) x = -2 ∑_k Re ⟨e_k × x, C (e_k × x)⟩`. -/
theorem relax_quadratic_form (C : Matrix (Fin 3) (Fin 3) ℂ) (x : Fin 3 → ℝ) :
    x ⬝ᵥ relaxRe C *ᵥ x = -2 * ∑ k, (star (axisCross k x) ⬝ᵥ C *ᵥ axisCross k x).re := by
  simp [relaxRe, relax, axisCross, eps, Matrix.mulVec, dotProduct, Matrix.trace,
    Fin.sum_univ_three, Matrix.one_apply]
  ring

/-- The entries of `ρ(r(s))` have derivative `w·σ/2` at `t` exactly when `r'(t) = w`. -/
theorem bloch_hasDerivAt_iff (r : ℝ → Fin 3 → ℝ) (w : Fin 3 → ℝ) (t : ℝ) :
    (∀ a b, HasDerivAt (fun s => bloch (r s) a b)
      (((1 / 2 : ℂ) • sigmaDot fun k => (w k : ℂ)) a b) t) ↔ HasDerivAt r w t := by
  have eb : ∀ v : Fin 3 → ℝ, bloch v = !![(1 + (v 2 : ℂ)) / 2, ((v 0 : ℂ) - I * (v 1 : ℂ)) / 2;
      ((v 0 : ℂ) + I * (v 1 : ℂ)) / 2, (1 - (v 2 : ℂ)) / 2] := fun v => by
    ext a b
    fin_cases a <;> fin_cases b <;> simp [bloch, sigmaDot, pauli, Fin.sum_univ_three] <;> ring
  have ew : ((1 / 2 : ℂ) • sigmaDot fun k => (w k : ℂ)) =
      !![(w 2 : ℂ) / 2, ((w 0 : ℂ) - I * (w 1 : ℂ)) / 2;
        ((w 0 : ℂ) + I * (w 1 : ℂ)) / 2, -(w 2 : ℂ) / 2] := by
    ext a b
    fin_cases a <;> fin_cases b <;> simp [sigmaDot, pauli, Fin.sum_univ_three] <;> ring
  have hre : ∀ {f : ℝ → ℂ} {f' : ℂ}, HasDerivAt f f' t →
      HasDerivAt (fun s => (f s).re) f'.re t := fun h => by
    have := Complex.reCLM.hasFDerivAt.comp_hasDerivAt t h
    exact this
  have him : ∀ {f : ℝ → ℂ} {f' : ℂ}, HasDerivAt f f' t →
      HasDerivAt (fun s => (f s).im) f'.im t := fun h => by
    have := Complex.imCLM.hasFDerivAt.comp_hasDerivAt t h
    exact this
  rw [ew, hasDerivAt_pi]
  simp only [eb]
  constructor
  · intro h
    -- read off x = 2 Re ρ₁₀, y = 2 Im ρ₁₀, z = 2 Re ρ₀₀ - 1
    have h10 : HasDerivAt (fun s => ((r s 0 : ℂ) + I * (r s 1 : ℂ)) / 2)
        (((w 0 : ℂ) + I * (w 1 : ℂ)) / 2) t := h 1 0
    have h00 : HasDerivAt (fun s => (1 + (r s 2 : ℂ)) / 2) ((w 2 : ℂ) / 2) t := h 0 0
    have k0 : HasDerivAt (fun s => r s 0) (w 0) t := by
      refine (((hre h10).const_mul 2).congr_deriv ?_).congr_of_eventuallyEq
        (Filter.Eventually.of_forall fun s => ?_) <;> simp <;> ring
    have k1 : HasDerivAt (fun s => r s 1) (w 1) t := by
      refine (((him h10).const_mul 2).congr_deriv ?_).congr_of_eventuallyEq
        (Filter.Eventually.of_forall fun s => ?_) <;> simp <;> ring
    have k2 : HasDerivAt (fun s => r s 2) (w 2) t := by
      refine ((((hre h00).const_mul 2).sub_const 1).congr_deriv ?_).congr_of_eventuallyEq
        (Filter.Eventually.of_forall fun s => ?_) <;> simp <;> ring
    intro k
    fin_cases k
    exacts [k0, k1, k2]
  · intro h a b
    have hk : ∀ k, HasDerivAt (fun s => (r s k : ℂ)) (w k : ℂ) t := fun k => (h k).ofReal_comp
    fin_cases a <;> fin_cases b
    · exact ((hk 2).const_add 1).div_const 2
    · exact ((hk 0).fun_sub ((hk 1).const_mul I)).div_const 2
    · exact ((hk 0).fun_add ((hk 1).const_mul I)).div_const 2
    · exact ((hk 2).const_sub 1).div_const 2

/-- For positive semidefinite `C`, `M` and `b` are real, `M` is symmetric and negative
semidefinite, and `ρ(r(t))` obeys `ρ' = L_C ρ` at time `t` exactly when `r' = M r + b`. -/
theorem bloch_equation {C : Matrix (Fin 3) (Fin 3) ℂ} (hC : C.PosSemidef) :
    (∀ i j, (relax C i j).im = 0) ∧ (∀ k, (drift C k).im = 0) ∧
    (relaxRe C).IsSymm ∧ (∀ x, x ⬝ᵥ relaxRe C *ᵥ x ≤ 0) ∧
    ∀ (r : ℝ → Fin 3 → ℝ) (t : ℝ),
      (∀ a b, HasDerivAt (fun s => bloch (r s) a b) (lindblad C (bloch (r t)) a b) t) ↔
        HasDerivAt r (relaxRe C *ᵥ r t + driftRe C) t := by
  refine ⟨(relax_drift_real hC.1).1, (relax_drift_real hC.1).2, ?_, fun x => ?_, fun r t => ?_⟩
  · unfold Matrix.IsSymm
    ext i j
    by_cases h : i = j
    · subst h
      rfl
    · simp [relaxRe, relax, h, Ne.symm h, add_comm]
  · -- each term ⟨e_k × x, C (e_k × x)⟩ is nonnegative
    have hs : 0 ≤ ∑ k, (star (axisCross k x) ⬝ᵥ C *ᵥ axisCross k x).re :=
      Finset.sum_nonneg fun k _ => (Complex.nonneg_iff.mp (hC.dotProduct_mulVec_nonneg _)).1
    rw [relax_quadratic_form]
    linarith
  · rw [lindblad_bloch hC.1]
    exact bloch_hasDerivAt_iff r _ t

/-- The matrix `C = [[1, i, 0], [-i, 1, 0], [0, 0, 0]]` is positive semidefinite, with
`M = diag(-2, -2, -4)` and `b = (0, 0, -4)`. -/
theorem bloch_equation_witness :
    (!![1, I, 0; -I, 1, 0; 0, 0, 0] : Matrix (Fin 3) (Fin 3) ℂ).PosSemidef ∧
    relaxRe !![1, I, 0; -I, 1, 0; 0, 0, 0] = !![-2, 0, 0; 0, -2, 0; 0, 0, -4] ∧
    driftRe !![1, I, 0; -I, 1, 0; 0, 0, 0] = ![0, 0, -4] := by
  refine ⟨?_, ?_, ?_⟩
  · have h : (!![1, I, 0; -I, 1, 0; 0, 0, 0] : Matrix (Fin 3) (Fin 3) ℂ)
        = (!![1, I, 0] : Matrix (Fin 1) (Fin 3) ℂ)ᴴ * !![1, I, 0] := by
      ext i j
      fin_cases i <;> fin_cases j <;> simp [Matrix.mul_apply]
    rw [h]
    exact Matrix.posSemidef_conjTranspose_mul_self _
  · ext i j
    fin_cases i <;> fin_cases j <;>
      simp [relaxRe, relax, Matrix.trace, Fin.sum_univ_three] <;> norm_num
  · funext k
    fin_cases k <;> simp [driftRe, drift, eps, Fin.sum_univ_three]
    norm_num

/-- The Hermitian matrix `C = diag(1, 1, -1)` has a negative semidefinite `M` but is not
positive semidefinite. -/
theorem relax_nonpos_not_sufficient :
    (!![1, 0, 0; 0, 1, 0; 0, 0, -1] : Matrix (Fin 3) (Fin 3) ℂ).IsHermitian ∧
    (∀ x, x ⬝ᵥ relaxRe !![1, 0, 0; 0, 1, 0; 0, 0, -1] *ᵥ x ≤ 0) ∧
    ¬ (!![1, 0, 0; 0, 1, 0; 0, 0, -1] : Matrix (Fin 3) (Fin 3) ℂ).PosSemidef := by
  refine ⟨?_, fun x => ?_, fun h => ?_⟩
  · unfold Matrix.IsHermitian
    ext i j
    fin_cases i <;> fin_cases j <;> simp
  · have hM : relaxRe !![1, 0, 0; 0, 1, 0; 0, 0, -1] = !![0, 0, 0; 0, 0, 0; 0, 0, -4] := by
      ext i j
      fin_cases i <;> fin_cases j <;>
        simp [relaxRe, relax, Matrix.trace, Fin.sum_univ_three] <;> norm_num
    have hx : x ⬝ᵥ (!![0, 0, 0; 0, 0, 0; 0, 0, -4] : Matrix (Fin 3) (Fin 3) ℝ) *ᵥ x
        = -4 * x 2 ^ 2 := by
      simp [Matrix.mulVec, dotProduct, Fin.sum_univ_three]
      ring
    rw [hM, hx]
    nlinarith [sq_nonneg (x 2)]
  · have h2 := (Complex.nonneg_iff.mp (h.dotProduct_mulVec_nonneg ![0, 0, 1])).1
    simp [Matrix.mulVec, dotProduct, Fin.sum_univ_three] at h2
    linarith

end

end QubitDissipatorBloch
```

```lean
#print axioms QubitDissipatorBloch.bloch_equation
-- 'QubitDissipatorBloch.bloch_equation' depends on axioms: [propext, Classical.choice, Quot.sound]
#print axioms QubitDissipatorBloch.relax_nonpos_not_sufficient
-- 'QubitDissipatorBloch.relax_nonpos_not_sufficient' depends on axioms: [propext, Classical.choice, Quot.sound]
```

## Statement and proof

`lindblad`, `bloch`, `relax` and `drift` are L, ρ(r), M and b. The last two are complex, and `relaxRe`, `driftRe` are their real parts; the first two conjuncts of `bloch_equation` show that nothing is lost in taking them. In Lean expressions `I` is the imaginary unit, while the prose and the docstrings write I for the identity matrix. `C.PosSemidef` includes Hermiticity. The last conjunct compares `HasDerivAt` for the four entries of ρ with `HasDerivAt` for r, for any real curve at one time `t`.

`lindblad_one` and `lindblad_sigmaDot` replace the ε algebra by expanding the four matrix entries into real and imaginary parts and closing with `ring`; they hold for every C. `relax_drift_real` uses the symmetry of Re C and the antisymmetry of Im C (`hre`, `him`). `lindblad_bloch` combines these three with the linearity lemma `lindblad_smul_add`. `relax_quadratic_form` is the cross-product identity in real parts, with `axisCross` for uₖ, and the main theorem bounds each term by `dotProduct_mulVec_nonneg`. `bloch_hasDerivAt_iff` reads r off ρ₁₀ and ρ₀₀ (`k0`, `k1`, `k2`) and rebuilds the entries in the other direction. `bloch_equation_witness` proves that the opening C is positive semidefinite with M = diag(−2, −2, −4) and b = (0, 0, −4).

## Reach and limits

The generator has Lindblad form without a Hamiltonian term, and positivity of C is assumed; its link to complete positivity of the evolution is not treated. The vector r is unrestricted, so ρ(r) need not be a state, and nothing is proved about existence of solutions, preservation of |r| ≤ 1, finite time steps or rounding. Negative semidefinite M does not make |r| shrink: in the opening case r' = b ≠ 0 at r = 0.

A sign test on M does not validate C. `relax_nonpos_not_sufficient` proves that diag(1, 1, −1) is Hermitian, gives x·Mx ≤ 0, and is not positive semidefinite.

What follows is read off the formulas above and has no theorem in the file. Without positivity, C = diag(0, 0, −1) gives M = diag(2, 2, 0), so the coherences grow. Without Hermiticity, C₀₁ = 1 with all other entries zero gives b₂ = 2i, and L(I) = 2iσ₂ is not Hermitian. If C is positive semidefinite and real, then b = 0 and (|r|²)' = 2r·Mr ≤ 0, so the purity tr ρ² = (1 + |r|²)/2 cannot rise.
